# Implicit midpoint for Heisenberg spins: fixed lengths and an exact energy balance

## Drift under an explicit step

Take a classical spin $m$ that precesses in a field $H$, and advance it by the explicit Euler step $p=m+h\,m\times H$. The increment is perpendicular to $m$, so

$$|p|^2=|m|^2+h^2|m\times H|^2 .$$

For $h\neq 0$, the spin gets longer at every step in which it feels a torque. Rescaling it to its old length doesn't repair the energy. If $H$ is a fixed field along $z$, the Euler step leaves $m_z$ alone, and the rescaling then shrinks it. A spin that starts with $m_z>0$, tilted away from the field, climbs in energy although nothing drives it. In a simulation with damping, such a drift mixes with the physical energy loss.

The implicit midpoint step avoids both errors for classical spins with symmetric, isotropic exchange in a fixed external field. It keeps each spin length, and its energy change is exactly the loss due to the damping term.

## Energy, field and step

Let $m_i\in\mathbb R^3$ be finitely many spins, with real exchange constants $J_{ij}=J_{ji}$ and an external field $b_i$ at each site. Their energy is

$$E(m)=-\tfrac12\sum_{i,j}J_{ij}\,m_i\cdot m_j-\sum_i b_i\cdot m_i .$$

The factor $\tfrac12$ makes each pair count once, and positive $J_{ij}$ favours parallel spins. For a step from $m$ to $p$, define the midpoint spin, the effective field and the torque by

$$a_i=\tfrac12(m_i+p_i),\qquad H_i=\sum_j J_{ij}a_j+b_i,\qquad T_i=a_i\times H_i .$$

The implicit midpoint step of the Landau-Lifshitz equation is

$$p_i-m_i=h\,T_i-k\,a_i\times T_i .$$

Here $h$ is the precession strength and $k$ the damping strength, both including the time step. The sign of the gyromagnetic ratio is absorbed in $h$, which may be any real number. The damping term is phenomenological: for $k>0$ it turns spins towards their field and stands for energy lost to degrees of freedom that the model leaves out, such as lattice vibrations.

## What the theorems say

In Lean, the sites form a finite type `ι`, and a spin configuration is a function `ι → Fin 3 → ℝ`. The symbols `⬝ᵥ` and `⨯₃` are the dot and cross products. The definitions `midSpin`, `effField`, `torque` and `energy` give $a_i$, $H_i$, $T_i$ and $E$, and `IsMidpointStep J b h k m p` says that the step equation holds at every site. The hypothesis `J.IsSymm` is $J_{ij}=J_{ji}$.

- `spin_length_conserved`: $|p_i|^2=|m_i|^2$ for every $i$, with no condition on $J$, $h$ or $k$.
- `energy_balance`: for symmetric $J$, $E(p)-E(m)=-k\sum_i|T_i|^2$.
- `exchange_conserved`: for symmetric $J$ and $k=0$, $b=0$, all squared lengths and the sum $\sum_{i,j}J_{ij}\,m_i\cdot m_j$ are conserved. Its hypothesis is the step equation written out, with `midSpin` as the only definition left in it.
- `energy_nonincreasing` and `energy_eq_iff_stationary`: for symmetric $J$, the energy never rises if $k\ge0$; if $k>0$, it stays the same exactly when $p=m$.
- `total_spin_conserved`: for symmetric $J$ and $k=0$, $b=0$, $\sum_i p_i=\sum_i m_i$.

Lengths appear as `p i ⬝ᵥ p i` because Mathlib's norm on `Fin 3 → ℝ` is the largest absolute component, not the Euclidean length. Spins need not have unit length, and different sites may carry different lengths.

The theorems take $p$ as an exact solution of the implicit equation. They don't show that a solution exists for given $m$, that it is unique, or that an iterative solver finds it; a solver's residual and rounding errors would add their own drift. Anisotropy, thermal noise and fields that change during the step are absent from the model. Nor do the conservation laws measure how accurate the trajectory is: a large step can keep the energy and still give a poor precession angle.

## Lengths from orthogonality

Both $T_i=a_i\times H_i$ and $a_i\times T_i$ are perpendicular to $a_i$. Dotting the step equation with $a_i$ therefore gives

$$0=a_i\cdot(p_i-m_i)=\tfrac12(m_i+p_i)\cdot(p_i-m_i)=\tfrac12\left(|p_i|^2-|m_i|^2\right).$$

## Energy from the midpoint field

The energy is quadratic, so its difference can be written exactly with the midpoint field. First expand

$$(p_i-m_i)\cdot a_j=\tfrac12\left(p_i\cdot p_j+p_i\cdot m_j-m_i\cdot p_j-m_i\cdot m_j\right).$$

Multiply by $J_{ij}$ and sum over $i$ and $j$. Exchanging the two labels and using $J_{ij}=J_{ji}$ gives

$$\sum_{i,j}J_{ij}\,p_i\cdot m_j=\sum_{i,j}J_{ij}\,m_i\cdot p_j ,$$

so the mixed terms cancel. Adding the external field yields

$$\sum_i(p_i-m_i)\cdot H_i=\tfrac12\sum_{i,j}J_{ij}(p_i\cdot p_j-m_i\cdot m_j)+\sum_i b_i\cdot(p_i-m_i)=-\left(E(p)-E(m)\right).$$

This holds for any two configurations. Now insert the step equation. Precession does no work, since $T_i\cdot H_i=0$. For the damping term, the cyclic rule of the triple product gives

$$(a_i\times T_i)\cdot H_i=T_i\cdot(H_i\times a_i)=-|T_i|^2 .$$

Hence $(p_i-m_i)\cdot H_i=k|T_i|^2$, and

$$E(p)-E(m)=-k\sum_i|T_i|^2 .$$

For $k\ge0$ the right side is not positive. If $k>0$ and the energy is unchanged, every $T_i$ vanishes, and the step equation then gives $p_i=m_i$. If $k=0$ and $b=0$, the energy is $-\tfrac12$ times the exchange sum, which is therefore conserved.

## Total spin from paired torques

With $k=0$ and $b=0$, summing the step equation over the sites gives

$$\sum_i(p_i-m_i)=h\sum_{i,j}J_{ij}\,a_i\times a_j .$$

Exchanging $i$ and $j$ leaves $J_{ij}$ alone and reverses the cross product. The double sum equals its own negative, so it is zero.

## Three spins with one-way exchange

Without the symmetry of $J$, the exchange sum can change. Take three spins with $J_{12}=J_{23}=1$ and all other entries zero: spin 1 feels spin 2, and spin 2 feels spin 3, but not the other way round. Let $k=0$, $b=0$, and

$$m_1=(1,0,-\tfrac h2),\quad m_2=(-\tfrac h2,1,0),\quad m_3=(0,0,1),$$

$$p_1=(1,0,\tfrac h2),\quad p_2=(\tfrac h2,1,0),\quad p_3=(0,0,1).$$

The midpoints are the unit vectors $e_x,e_y,e_z$. The increments are $h\,e_x\times e_y=h\,e_z$, $h\,e_y\times e_z=h\,e_x$ and zero, as the step equation demands. All lengths are kept, but the exchange sum $m_1\cdot m_2+m_2\cdot m_3$ goes from $-h/2$ to $h/2$.

## A damped pair in numbers

The theorem `midpointStep_witness` gives a step for two spins with $J_{12}=J_{21}=1$, zero diagonal and no external field, at precession strength $2h$ and damping strength $2k$:

$$(1,-k,-h)\to(1,k,h),\qquad(-k,1,h)\to(k,1,-h).$$

Lean numbers these sites 0 and 1. Both spins have length $L=\sqrt{1+h^2+k^2}$ before and after the step. The cosine of the angle between them goes from $(-2k-h^2)/L^2$ to $(2k-h^2)/L^2$, so positive $k$ brings them closer to parallel. The energy changes by $-4k$, in agreement with the balance: the midpoints are $e_x$ and $e_y$, and each torque has length 1. Divided by $L$, the same vectors are a step for unit spins with strengths $2hL$ and $2kL^2$.

## The Lean file

```lean
import Mathlib

open Matrix

namespace SpinMidpoint

noncomputable section

variable {ι : Type*} [Fintype ι]

/-- The midpoint `(m i + p i) / 2` of the old and the new spin at each site. -/
def midSpin (m p : ι → Fin 3 → ℝ) (i : ι) : Fin 3 → ℝ := (1 / 2 : ℝ) • (m i + p i)

/-- The effective field at site `i`: exchange field of all spins plus external field. -/
def effField (J : Matrix ι ι ℝ) (b s : ι → Fin 3 → ℝ) (i : ι) : Fin 3 → ℝ :=
  ∑ j, J i j • s j + b i

/-- The torque `s i × H i` of the effective field on the spin at site `i`. -/
def torque (J : Matrix ι ι ℝ) (b s : ι → Fin 3 → ℝ) (i : ι) : Fin 3 → ℝ :=
  s i ⨯₃ effField J b s i

/-- The energy of classical spins: Heisenberg exchange plus Zeeman term. -/
def energy (J : Matrix ι ι ℝ) (b s : ι → Fin 3 → ℝ) : ℝ :=
  -(1 / 2) * ∑ i, ∑ j, J i j * (s i ⬝ᵥ s j) - ∑ i, b i ⬝ᵥ s i

/-- One implicit midpoint step from `m` to `p` of the Landau-Lifshitz equation, with
precession strength `h` and damping strength `k` (both including the time step). -/
def IsMidpointStep (J : Matrix ι ι ℝ) (b : ι → Fin 3 → ℝ) (h k : ℝ)
    (m p : ι → Fin 3 → ℝ) : Prop :=
  ∀ i, p i - m i = h • torque J b (midSpin m p) i
    - k • (midSpin m p i ⨯₃ torque J b (midSpin m p) i)

/-- The midpoint step conserves the squared length of every spin, with or without damping. -/
theorem spin_length_conserved {J : Matrix ι ι ℝ} {b m p : ι → Fin 3 → ℝ} {h k : ℝ}
    (hs : IsMidpointStep J b h k m p) (i : ι) : p i ⬝ᵥ p i = m i ⬝ᵥ m i := by
  -- both torques are orthogonal to the midpoint spin
  have h1 : midSpin m p i ⬝ᵥ (p i - m i) = 0 := by
    rw [hs i, dotProduct_sub, dotProduct_smul, dotProduct_smul, torque,
      dot_self_cross, dot_self_cross, smul_zero, smul_zero, sub_zero]
  simp only [midSpin, smul_dotProduct, add_dotProduct, dotProduct_sub, smul_eq_mul] at h1
  rw [dotProduct_comm (p i) (m i)] at h1
  linarith

/-- For symmetric exchange, the energy difference of any two spin configurations is minus the
sum of the spin changes dotted with the effective field at the midpoint. -/
theorem energy_difference {J : Matrix ι ι ℝ} (hJ : J.IsSymm) (b m p : ι → Fin 3 → ℝ) :
    energy J b p - energy J b m
      = -∑ i, (p i - m i) ⬝ᵥ effField J b (midSpin m p) i := by
  have hdot : ∀ (v : Fin 3 → ℝ) (f : ι → Fin 3 → ℝ),
      v ⬝ᵥ (∑ j, f j) = ∑ j, v ⬝ᵥ f j := by
    intro v f
    simp only [dotProduct, Finset.sum_apply, Finset.mul_sum]
    exact Finset.sum_comm
  -- the mixed old-new terms agree because the exchange is symmetric
  have cross : ∑ i, ∑ j, J i j * (p i ⬝ᵥ m j) = ∑ i, ∑ j, J i j * (m i ⬝ᵥ p j) := by
    rw [Finset.sum_comm]
    refine Finset.sum_congr rfl fun i _ => Finset.sum_congr rfl fun j _ => ?_
    rw [hJ.apply i j, dotProduct_comm (p j) (m i)]
  have expand : ∀ i, (p i - m i) ⬝ᵥ effField J b (midSpin m p) i
      = (1 / 2) * (∑ j, J i j * (p i ⬝ᵥ p j) + ∑ j, J i j * (p i ⬝ᵥ m j)
          - ∑ j, J i j * (m i ⬝ᵥ p j) - ∑ j, J i j * (m i ⬝ᵥ m j))
        + (b i ⬝ᵥ p i - b i ⬝ᵥ m i) := by
    intro i
    rw [effField, dotProduct_add, hdot, ← Finset.sum_add_distrib, ← Finset.sum_sub_distrib,
      ← Finset.sum_sub_distrib, Finset.mul_sum]
    congr 1
    · refine Finset.sum_congr rfl fun j _ => ?_
      simp only [midSpin, dotProduct_smul, sub_dotProduct, dotProduct_add, smul_eq_mul]
      ring
    · rw [sub_dotProduct, dotProduct_comm (p i), dotProduct_comm (m i)]
  rw [Finset.sum_congr rfl fun i _ => expand i]
  simp only [energy, Finset.sum_add_distrib, Finset.sum_sub_distrib, ← Finset.mul_sum]
  linear_combination (1 / 2) * cross

/-- Energy balance of the midpoint step for symmetric exchange: the energy changes by exactly minus
the damping strength times the sum of the squared midpoint torques. -/
theorem energy_balance {J : Matrix ι ι ℝ} (hJ : J.IsSymm) {b m p : ι → Fin 3 → ℝ} {h k : ℝ}
    (hs : IsMidpointStep J b h k m p) :
    energy J b p - energy J b m
      = -k * ∑ i, torque J b (midSpin m p) i ⬝ᵥ torque J b (midSpin m p) i := by
  -- precession does no work; only the damping term contributes
  have power : ∀ a H : Fin 3 → ℝ,
      (h • (a ⨯₃ H) - k • (a ⨯₃ (a ⨯₃ H))) ⬝ᵥ H = k * ((a ⨯₃ H) ⬝ᵥ (a ⨯₃ H)) := by
    intro a H
    simp [cross_apply, dotProduct, Fin.sum_univ_three]
    ring
  rw [energy_difference hJ, neg_mul, Finset.mul_sum]
  congr 1
  refine Finset.sum_congr rfl fun i _ => ?_
  rw [hs i]
  exact power _ _

/-- For symmetric exchange, without damping and external field, the midpoint step conserves all
squared spin lengths and the exchange sum. -/
theorem exchange_conserved {J : Matrix ι ι ℝ} (hJ : J.IsSymm) {m p : ι → Fin 3 → ℝ} {h : ℝ}
    (hs : ∀ i, p i - m i = h • (midSpin m p i ⨯₃ ∑ j, J i j • midSpin m p j)) :
    (∀ i, p i ⬝ᵥ p i = m i ⬝ᵥ m i) ∧
      ∑ i, ∑ j, J i j * (p i ⬝ᵥ p j) = ∑ i, ∑ j, J i j * (m i ⬝ᵥ m j) := by
  have hs' : IsMidpointStep J 0 h 0 m p := by
    intro i
    rw [hs i, zero_smul, sub_zero, torque, effField, Pi.zero_apply, add_zero]
  refine ⟨spin_length_conserved hs', ?_⟩
  have hE := energy_balance hJ hs'
  simp only [energy, Pi.zero_apply, zero_dotProduct, Finset.sum_const_zero, neg_zero,
    zero_mul, sub_zero] at hE
  linarith

/-- For symmetric exchange and non-negative damping, the midpoint step never raises the energy,
whatever its size. -/
theorem energy_nonincreasing {J : Matrix ι ι ℝ} (hJ : J.IsSymm) {b m p : ι → Fin 3 → ℝ}
    {h k : ℝ} (hk : 0 ≤ k) (hs : IsMidpointStep J b h k m p) :
    energy J b p ≤ energy J b m := by
  have hn : 0 ≤ ∑ i, torque J b (midSpin m p) i ⬝ᵥ torque J b (midSpin m p) i :=
    Finset.sum_nonneg fun i _ => Finset.sum_nonneg fun c _ => mul_self_nonneg _
  have hE := energy_balance hJ hs
  have := mul_nonneg hk hn
  linarith

/-- For symmetric exchange and positive damping, a midpoint step leaves the energy unchanged exactly
when it leaves every spin unchanged. -/
theorem energy_eq_iff_stationary {J : Matrix ι ι ℝ} (hJ : J.IsSymm) {b m p : ι → Fin 3 → ℝ}
    {h k : ℝ} (hk : 0 < k) (hs : IsMidpointStep J b h k m p) :
    energy J b p = energy J b m ↔ p = m := by
  refine ⟨fun he => ?_, fun he => by rw [he]⟩
  have hE := energy_balance hJ hs
  rw [he, sub_self, neg_mul, eq_comm, neg_eq_zero] at hE
  have h0 := (mul_eq_zero.mp hE).resolve_left hk.ne'
  have hn : ∀ i ∈ Finset.univ,
      0 ≤ torque J b (midSpin m p) i ⬝ᵥ torque J b (midSpin m p) i :=
    fun i _ => Finset.sum_nonneg fun c _ => mul_self_nonneg _
  rw [Finset.sum_eq_zero_iff_of_nonneg hn] at h0
  -- every torque vanishes, so no spin moves
  funext i
  have ht : torque J b (midSpin m p) i = 0 :=
    dotProduct_self_eq_zero.mp (h0 i (Finset.mem_univ i))
  have hi := hs i
  rw [ht, map_zero, smul_zero, smul_zero, sub_zero] at hi
  exact sub_eq_zero.mp hi

/-- For symmetric exchange, without damping and external field, the midpoint step conserves the
total spin. -/
theorem total_spin_conserved {J : Matrix ι ι ℝ} (hJ : J.IsSymm) {m p : ι → Fin 3 → ℝ} {h : ℝ}
    (hs : IsMidpointStep J 0 h 0 m p) : ∑ i, p i = ∑ i, m i := by
  -- exchange torques cancel in pairs
  have anti : ∀ a : ι → Fin 3 → ℝ,
      ∑ i, ∑ j, J i j • (a i ⨯₃ a j) = -∑ i, ∑ j, J i j • (a i ⨯₃ a j) := by
    intro a
    conv_lhs => rw [Finset.sum_comm]
    simp only [← Finset.sum_neg_distrib]
    refine Finset.sum_congr rfl fun i _ => Finset.sum_congr rfl fun j _ => ?_
    rw [hJ.apply i j, ← cross_anticomm (a i) (a j), smul_neg]
  have hS : ∑ i, torque J 0 (midSpin m p) i = 0 := by
    simp only [torque, effField, Pi.zero_apply, add_zero, map_sum, map_smul]
    funext c
    have hc := congrFun (anti (midSpin m p)) c
    rw [Pi.neg_apply] at hc
    rw [Pi.zero_apply]
    linarith
  rw [← sub_eq_zero, ← Finset.sum_sub_distrib, Finset.sum_congr rfl fun i _ => hs i]
  simp only [zero_smul, sub_zero, ← Finset.smul_sum]
  rw [hS, smul_zero]

/-- A symmetric exchange matrix for two spins, and a concrete solution of the implicit midpoint
equation with this exchange and no external field, for any precession strength `2 * h` and damping
strength `2 * k`. -/
theorem midpointStep_witness (h k : ℝ) :
    (!![0, 1; 1, 0] : Matrix (Fin 2) (Fin 2) ℝ).IsSymm ∧
      IsMidpointStep !![0, 1; 1, 0] 0 (2 * h) (2 * k)
        ![![1, -k, -h], ![-k, 1, h]] ![![1, k, h], ![k, 1, -h]] := by
  constructor
  · refine Matrix.IsSymm.ext fun i j => ?_
    fin_cases i <;> fin_cases j <;> simp
  · have third : ∀ x y z : ℝ, (![x, y, z] : Fin 3 → ℝ) 2 = z := fun _ _ _ => rfl
    intro i
    fin_cases i <;> ext c <;> fin_cases c <;>
      norm_num [midSpin, torque, effField, cross_apply, Fin.sum_univ_two, third] <;> ring

end

end SpinMidpoint
```

```lean
#print axioms SpinMidpoint.energy_balance
-- 'SpinMidpoint.energy_balance' depends on axioms: [propext, Classical.choice, Quot.sound]
#print axioms SpinMidpoint.exchange_conserved
-- 'SpinMidpoint.exchange_conserved' depends on axioms: [propext, Classical.choice, Quot.sound]
#print axioms SpinMidpoint.energy_eq_iff_stationary
-- 'SpinMidpoint.energy_eq_iff_stationary' depends on axioms: [propext, Classical.choice, Quot.sound]
#print axioms SpinMidpoint.total_spin_conserved
-- 'SpinMidpoint.total_spin_conserved' depends on axioms: [propext, Classical.choice, Quot.sound]
```

## How the Lean proofs follow the algebra

**Lengths.** In `spin_length_conserved`, the statement `h1` is $a_i\cdot(p_i-m_i)=0$. The rewrite by `hs i` inserts the step equation, and `dot_self_cross` removes each torque. Expanding the midpoint and identifying $p_i\cdot m_i$ with $m_i\cdot p_i$ leaves a linear relation between the squared lengths, which `linarith` solves.

**Energy difference.** The theorem `energy_difference` has no step equation among its hypotheses, just as the identity by hand holds for any two configurations. Its auxiliary statement `hdot` moves a dot product through a sum over sites. The statement `cross` is the equality of the mixed sums: `Finset.sum_comm` exchanges the labels, and `hJ.apply` uses the symmetry. The statement `expand` writes $(p_i-m_i)\cdot H_i$ as the four exchange terms plus the field term. After summation, `linear_combination (1 / 2) * cross` cancels the mixed terms.

**Balance.** In `energy_balance`, the statement `power` says that the increment dotted with $H$ equals $k|a\times H|^2$. Where the derivation by hand uses the triple product, Lean writes out the three components and lets `ring` compare the polynomials. The energy difference is then rewritten site by site.

**Consequences.** The proof of `exchange_conserved` first recognises its written-out equation as an `IsMidpointStep` with zero field and zero damping, then applies the length theorem and the balance. For `energy_nonincreasing`, the sum of squared torques is shown to be non-negative and multiplied by $k$. In `energy_eq_iff_stationary`, equal energies and $k>0$ make that sum zero. The lemma `Finset.sum_eq_zero_iff_of_nonneg` turns this into a zero at each site, `dotProduct_self_eq_zero` makes each torque vanish, and the step equation gives $p_i=m_i$. The reverse direction is substitution.

**Total spin.** In `total_spin_conserved`, the statement `anti` says that the double sum of exchange torques equals its own negative, by exchange of labels, symmetry of $J$ and `cross_anticomm`. Read component by component, this gives the zero total torque `hS`, and the summed step equation finishes the proof.

**The explicit pair.** The proof of `midpointStep_witness` checks the matrix entry by entry for symmetry, then the step equation for each of the two spins and each of the three components. Since $h$ and $k$ remain free, these are polynomial identities, not a check at sample values.
